# Mean and variance of exp(−x) in the Morse ground state

## A well with c = 1

What are the mean and the variance of $e^{-x}$ when a bond with stretch $x$ is in the ground state of a Morse potential? Take first the shallow Morse well $(1-e^{-x})^2$, where $x$ is the bond stretch in units of the range of the potential and the kinetic energy is $-d^2/dx^2$. Its ground state is $\psi(x)=\exp(-x/2-e^{-x})$, up to normalisation, so $x$ has a probability density proportional to $\exp(-x-2e^{-x})$.

Put $y=e^{-x}$. As $x$ runs over the line, $y$ runs over the positive half-line, and $dx$ becomes $dy/y$ once the reversed orientation is accounted for. The factor $e^{-x}=y$ cancels the $1/y$, and what remains is the exponential density $e^{-2y}$. Its first three integrals are

$$\int_0^\infty e^{-2y}\,dy=\tfrac12,\qquad \int_0^\infty y\,e^{-2y}\,dy=\tfrac14,\qquad \int_0^\infty y^2e^{-2y}\,dy=\tfrac14 .$$

Dividing by the first gives $\langle y\rangle=\langle y^2\rangle=\tfrac12$, and the variance is $\tfrac12-\tfrac14=\tfrac14$. For any other depth at which the well has a bound state, the exponential density becomes a Gamma density, and the first two moments remain equal.

## The general well

For a bond with reduced mass $m$ and potential $D(1-e^{-a(r-r_e)})^2$, set

$$x=a(r-r_e),\qquad c=\frac{\sqrt{2mD}}{a\hbar},\qquad s=c-\tfrac12 .$$

In units of $\hbar^2a^2/(2m)$ the Hamiltonian is $-d^2/dx^2+c^2(1-e^{-x})^2$. The function $\psi(x)=\exp(-sx-ce^{-x})$ satisfies $\psi'=(-s+ce^{-x})\psi$, hence

$$\frac{\psi''}{\psi}=(-s+ce^{-x})^2-ce^{-x}=s^2-(2s+1)c\,e^{-x}+c^2e^{-2x}.$$

Since $2s+1=2c$, this equals $c^2(1-e^{-x})^2-(c^2-s^2)$. So $\psi$ is an eigenfunction with energy $c^2-s^2=c-\tfrac14$. It has no nodes, and when it is normalisable it is the ground state. Its square is the weight

$$w(x)=\exp(-2sx-2ce^{-x}).$$

The claim is that for $c>\tfrac12$ the variable $e^{-x}$ has mean $s/c$ and variance $s/(2c^2)$ in the normalised density. Here $e^{-x}$ is called the Morse coordinate; some texts use that name for $1-e^{-x}$ or $2ce^{-x}$.

**Moments.** For real $k$ with $2c-1+k>0$, the substitution $y=e^{-x}$ gives

$$M_k=\int_{-\infty}^{\infty}e^{-kx}w(x)\,dx=\int_0^\infty y^{2c-2+k}e^{-2cy}\,dy=\frac{\Gamma(2c-1+k)}{(2c)^{2c-1+k}} .$$

From $\Gamma(z+1)=z\,\Gamma(z)$ it follows that

$$M_{k+1}=\frac{2c-1+k}{2c}\,M_k .$$

At $k=0$ this reads $M_1=(s/c)M_0$. At $k=1$ the prefactor is $2c/(2c)=1$, so $M_2=M_1$. Therefore $\langle e^{-x}\rangle=\langle e^{-2x}\rangle=s/c$, and

$$\langle e^{-2x}\rangle-\langle e^{-x}\rangle^2=\frac sc\left(1-\frac sc\right)=\frac sc\cdot\frac1{2c}=\frac{s}{2c^2}.$$

The same two moments give the mean potential energy:

$$c^2\langle(1-e^{-x})^2\rangle=c^2\left(1-\frac{2s}{c}+\frac sc\right)=c^2\cdot\frac{1}{2c}=\frac c2 .$$

**Normalisation.** The condition $c>\tfrac12$ says that the well is deep enough for $\psi$ to be a bound state. If $0<c\le\tfrac12$, then for $x>0$ the term $-2sx$ is nonnegative and $2ce^{-x}\le 2c$. The weight is then at least $e^{-2c}$ on a whole half-line, and its integral diverges.

**The harmonic limit.** For a deep well, $c\to\infty$, the mean tends to $1$ and the variance behaves as $1/(2c)$. Near the minimum the potential is $c^2x^2$, whose ground-state density is proportional to $e^{-cx^2}$ with variance $1/(2c)$. The two agree, because $e^{-x}\approx1-x$ for small stretches.

For a non-rotating diatomic treated as a single Morse mode, these closed values are a reference for vibrational ground states computed on a grid or in a basis.

## The weight and its averages in Lean

The development works with real functions on the whole line.

```lean
import Mathlib

open MeasureTheory

namespace MorseGroundStateSpread

noncomputable section
```

The weight takes the single parameter `c`, with $s$ written out as `c - 1 / 2`. It is not normalised.

```lean
/-- The unnormalised density `exp(-2 s x - 2 c exp(-x))` with `s = c - 1/2`. -/
def morseWeight (c x : ℝ) : ℝ :=
  Real.exp (-(2 * (c - 1 / 2) * x) - 2 * c * Real.exp (-x))
```

Normalisation enters through the average, which divides by the total integral of the weight. A physical expectation value $\langle f\rangle$ is `groundAverage c f`.

```lean
/-- The average of `f` in the normalised Morse density, for `c > 1/2` and `f` integrable against
that density. -/
def groundAverage (c : ℝ) (f : ℝ → ℝ) : ℝ :=
  (∫ x, f x * morseWeight c x) / ∫ x, morseWeight c x
```

These definitions contain no Hamiltonian. The step from them to a molecule is the identification of the density with $\psi^2$, which rests on the differentiation above. The model also lets $x$ run over all reals, although a bond length $r$ is positive; this is the usual idealisation of the Morse problem. The results concern the spread of $e^{-x}$ in the ground state, and not that of $r$ itself or of excited states.

## Moments as Gamma integrals

The first theorem is the formula for $M_k$, with $(2c)^{-(2c-1+k)}$ written as a power of `1 / (2 * c)`. The exponent `k` is any real number that satisfies the stated inequality.

```lean
/-- For `c > 0` and `2 c - 1 + k > 0`, the integral of `exp(-k x)` against the Morse weight
is a Gamma function times a power of `1/(2 c)`. -/
theorem integral_moment {c k : ℝ} (hc : 0 < c) (hk : 0 < 2 * c - 1 + k) :
    ∫ x, Real.exp (-(k * x)) * morseWeight c x =
      (1 / (2 * c)) ^ (2 * c - 1 + k) * Real.Gamma (2 * c - 1 + k) := by
  -- the substitution y = exp(-x) maps the line onto the positive half-line
  have himg : (fun x : ℝ => Real.exp (-x)) '' Set.univ = Set.Ioi 0 := by
    ext y
    constructor
    · rintro ⟨x, -, rfl⟩
      exact Real.exp_pos _
    · intro hy
      exact ⟨-Real.log y, Set.mem_univ _, by simp [Real.exp_log (Set.mem_Ioi.mp hy)]⟩
  have hder : ∀ x ∈ (Set.univ : Set ℝ),
      HasDerivWithinAt (fun x : ℝ => Real.exp (-x)) (-Real.exp (-x)) Set.univ x :=
    fun x _ => ((hasDerivAt_neg x).exp.congr_deriv (by ring)).hasDerivWithinAt
  have hinj : Set.InjOn (fun x : ℝ => Real.exp (-x)) Set.univ :=
    fun x _ y _ h => by simpa using h
  have key := integral_image_eq_integral_abs_deriv_smul MeasurableSet.univ hder hinj
    (fun y : ℝ => y ^ (2 * c - 1 + k - 1) * Real.exp (-(2 * c * y)))
  rw [himg, Real.integral_rpow_mul_exp_neg_mul_Ioi hk (show 0 < 2 * c by linarith),
    setIntegral_univ] at key
  rw [key]
  refine integral_congr_ae (ae_of_all _ fun x => ?_)
  simp only [morseWeight, smul_eq_mul, abs_neg, Real.abs_exp]
  rw [← Real.exp_mul, ← Real.exp_add, ← Real.exp_add, ← Real.exp_add]
  congr 1
  ring
```

The proof is the substitution $y=e^{-x}$. The three facts `himg`, `hder` and `hinj` say that the map has image $(0,\infty)$, has derivative $-e^{-x}$ and is injective. The change-of-variables theorem then yields `key`, and Mathlib's Gamma integral evaluates the side over the half-line. The last lines check that the two integrands over $x$ agree at every point, by collecting all exponentials into one.

The next theorem states that these moment integrals converge and are positive.

```lean
/-- For `c > 0` and `2 c - 1 + k > 0`, the integral of `exp(-k x)` against the Morse weight
converges and is positive. -/
theorem moment_converges {c k : ℝ} (hc : 0 < c) (hk : 0 < 2 * c - 1 + k) :
    Integrable (fun x => Real.exp (-(k * x)) * morseWeight c x) ∧
      0 < ∫ x, Real.exp (-(k * x)) * morseWeight c x := by
  have hpos : 0 < ∫ x, Real.exp (-(k * x)) * morseWeight c x := by
    rw [integral_moment hc hk]
    exact mul_pos (Real.rpow_pos_of_pos (by positivity) _) (Real.Gamma_pos_of_pos hk)
  refine ⟨?_, hpos⟩
  by_contra h
  rw [integral_undef h] at hpos
  exact lt_irrefl _ hpos
```

Positivity follows from the Gamma formula. Convergence then comes from a Lean convention: the integral of a non-integrable function is defined to be $0$, so a positive value rules out divergence.

## When the weight can be normalised

For $c>0$, the weight is integrable if and only if $c>\tfrac12$.

```lean
/-- For `c > 0`, the Morse weight can be normalised exactly when `c > 1/2`. -/
theorem integrable_iff {c : ℝ} (hc : 0 < c) :
    Integrable (morseWeight c) ↔ 1 / 2 < c := by
  constructor
  · intro h
    by_contra hn
    have hn' : c ≤ 1 / 2 := not_lt.mp hn
    -- otherwise the weight stays above a positive constant for all x > 0
    have hconst : IntegrableOn (fun _ : ℝ => Real.exp (-(2 * c))) (Set.Ioi 0) := by
      refine h.integrableOn.mono' aestronglyMeasurable_const
        ((ae_restrict_iff' measurableSet_Ioi).2 (ae_of_all _ fun x hx => ?_))
      have hx0 : 0 < x := hx
      have he : Real.exp (-x) ≤ 1 := Real.exp_le_one_iff.2 (by linarith)
      rw [Real.norm_eq_abs, Real.abs_exp]
      unfold morseWeight
      apply Real.exp_le_exp.2
      nlinarith [mul_nonneg (sub_nonneg.2 hn') hx0.le, mul_nonneg hc.le (sub_nonneg.2 he)]
    simp [integrableOn_const_iff, Real.volume_Ioi] at hconst
  · intro h
    have h0 := (moment_converges (k := 0) hc (by linarith)).1
    simpa only [zero_mul, neg_zero, Real.exp_zero, one_mul] using h0
```

The forward direction is the lower bound by $e^{-2c}$. If $c\le\tfrac12$ and the weight were integrable, the constant $e^{-2c}$ would be integrable on $(0,\infty)$, which has infinite length. The `nlinarith` call proves the inequality between exponents from the two sign facts used above. The reverse direction is the convergence theorem at $k=0$.

## From one moment to the next

The recursion $M_{k+1}=\frac{2c-1+k}{2c}M_k$ takes this form:

```lean
/-- For `c > 0` and `2 c - 1 + k > 0`, raising the exponent `k` by one multiplies the
moment of the Morse weight by `(2 c - 1 + k)/(2 c)`. -/
theorem moment_step {c k : ℝ} (hc : 0 < c) (hk : 0 < 2 * c - 1 + k) :
    ∫ x, Real.exp (-((k + 1) * x)) * morseWeight c x =
      (2 * c - 1 + k) / (2 * c) * ∫ x, Real.exp (-(k * x)) * morseWeight c x := by
  have hb : 1 / (2 * c) ≠ 0 := by positivity
  rw [integral_moment hc (by linarith), integral_moment hc hk,
    show 2 * c - 1 + (k + 1) = (2 * c - 1 + k) + 1 by ring,
    Real.Gamma_add_one hk.ne', Real.rpow_add_one hb]
  ring
```

Both moments are replaced by their Gamma expressions. `Real.Gamma_add_one` supplies the factor $2c-1+k$, and `Real.rpow_add_one` supplies the factor $1/(2c)$.

Dividing $M_k$ by $M_0$ gives a closed formula for the average of $e^{-kx}$ with real $k$:

```lean
/-- For `c > 1/2` and `2 c - 1 + k > 0`, the average of `exp(-k x)` is
`Γ(2 c - 1 + k) / (Γ(2 c - 1) (2 c)^k)`. -/
theorem average_exp {c k : ℝ} (hc : 1 / 2 < c) (hk : 0 < 2 * c - 1 + k) :
    groundAverage c (fun x => Real.exp (-(k * x))) =
      Real.Gamma (2 * c - 1 + k) / (Real.Gamma (2 * c - 1) * (2 * c) ^ k) := by
  have hc0 : 0 < c := by linarith
  have h0 := integral_moment (k := 0) hc0 (by linarith)
  simp only [zero_mul, neg_zero, Real.exp_zero, one_mul, add_zero] at h0
  have hb : 0 < 1 / (2 * c) := by positivity
  have hA : (1 / (2 * c)) ^ (2 * c - 1) ≠ 0 := (Real.rpow_pos_of_pos hb _).ne'
  have hinv : (1 / (2 * c)) ^ k = ((2 * c) ^ k)⁻¹ := by
    rw [one_div, Real.inv_rpow (by positivity)]
  simp only [groundAverage]
  rw [integral_moment hc0 hk, h0, Real.rpow_add hb, hinv, mul_assoc,
    mul_div_mul_left _ _ hA]
  ring
```

The proof splits the power with exponent $2c-1+k$ into one with exponent $2c-1$, which cancels against the denominator, and one with exponent $k$, which becomes $(2c)^{-k}$.

## Quadratic polynomials in the Morse coordinate

Because $e^{-x}$ and $e^{-2x}$ have the same average, a polynomial $\alpha+\beta e^{-x}+\gamma e^{-2x}$ with real coefficients averages to $\alpha+(\beta+\gamma)s/c$.

```lean
/-- For `c > 1/2`, the average of a quadratic polynomial in the Morse coordinate `exp(-x)`;
the linear and the quadratic term enter with the same factor `(c - 1/2)/c`. -/
theorem average_quadratic {c : ℝ} (hc : 1 / 2 < c) (α β γ : ℝ) :
    groundAverage c (fun x => α + β * Real.exp (-x) + γ * Real.exp (-x) ^ 2) =
      α + (β + γ) * ((c - 1 / 2) / c) := by
  have hc0 : 0 < c := by linarith
  have hsq : ∀ x : ℝ, Real.exp (-((1 + 1) * x)) = Real.exp (-x) ^ 2 := by
    intro x
    rw [pow_two, ← Real.exp_add]
    congr 1
    ring
  -- two steps of the moment recursion
  have s0 := moment_step (k := 0) hc0 (by linarith)
  have s1 := moment_step (k := 1) hc0 (by linarith)
  simp only [zero_add, one_mul, zero_mul, neg_zero, Real.exp_zero, add_zero] at s0
  simp only [hsq, one_mul] at s1
  have i0 := (integrable_iff hc0).2 hc
  have i1 := (moment_converges (k := 1) hc0 (by linarith)).1
  have i2 := (moment_converges (k := 1 + 1) hc0 (by linarith)).1
  simp only [one_mul] at i1
  simp only [hsq] at i2
  have hZ := (moment_converges (k := 0) hc0 (by linarith)).2.ne'
  simp only [zero_mul, neg_zero, Real.exp_zero, one_mul] at hZ
  have j : Integrable (fun x => α * morseWeight c x +
      β * (Real.exp (-x) * morseWeight c x)) := (i0.const_mul α).add (i1.const_mul β)
  have hexp : ∫ x, (α + β * Real.exp (-x) + γ * Real.exp (-x) ^ 2) * morseWeight c x =
      α * (∫ x, morseWeight c x) + β * (∫ x, Real.exp (-x) * morseWeight c x) +
        γ * ∫ x, Real.exp (-x) ^ 2 * morseWeight c x := by
    rw [← integral_const_mul, ← integral_const_mul, ← integral_const_mul,
      ← integral_add (i0.const_mul α) (i1.const_mul β), ← integral_add j (i2.const_mul γ)]
    congr 1
    ext x
    ring
  simp only [groundAverage]
  rw [hexp, s1, s0]
  generalize (∫ x, morseWeight c x) = Z at hZ ⊢
  field_simp
  ring
```

The facts `s0` and `s1` are the recursion at $k=0$ and $k=1$. The facts `i0`, `i1` and `i2` state that the three integrals converge, which allows `hexp` to split the integral of the polynomial into a sum. After the recursion is inserted, every term is a multiple of the normalisation integral. That integral is named `Z`, is nonzero by `hZ`, and cancels.

## The mean, the variance and the potential energy

The main theorem takes $c>\tfrac12$ and $s=c-\tfrac12$. It states that the average of $e^{-x}$ is $s/c$ and that the average of $(e^{-x}-s/c)^2$ is $s/(2c^2)$. The second quantity is the variance, since the first part identifies $s/c$ as the mean.

```lean
/-- For `c > 1/2` and `s = c - 1/2`, the Morse coordinate `exp(-x)` has mean `s/c` and
variance `s/(2 c²)` in the density proportional to `exp(-2 s x - 2 c exp(-x))`. -/
theorem morse_mean_and_variance {c s : ℝ} (hc : 1 / 2 < c) (hs : s = c - 1 / 2) :
    groundAverage c (fun x => Real.exp (-x)) = s / c ∧
      groundAverage c (fun x => (Real.exp (-x) - s / c) ^ 2) = s / (2 * c ^ 2) := by
  have hc0 : c ≠ 0 := by linarith
  subst hs
  constructor
  · rw [show (fun x : ℝ => Real.exp (-x)) =
        fun x => 0 + 1 * Real.exp (-x) + 0 * Real.exp (-x) ^ 2 by ext x; ring,
      average_quadratic hc]
    ring
  · -- expand the squared deviation in powers of exp(-x)
    rw [show (fun x : ℝ => (Real.exp (-x) - (c - 1 / 2) / c) ^ 2) =
        fun x => ((c - 1 / 2) / c) ^ 2 + (-2 * ((c - 1 / 2) / c)) * Real.exp (-x) +
          1 * Real.exp (-x) ^ 2 by ext x; ring,
      average_quadratic hc]
    field_simp
    ring
```

Each half chooses coefficients for the quadratic polynomial. The mean uses $(\alpha,\beta,\gamma)=(0,1,0)$. The variance uses $(s^2/c^2,\,-2s/c,\,1)$, the coefficients of the expanded square. `field_simp` and `ring` then carry out the simplification to $s/(2c^2)$.

The mean potential energy comes from the coefficients $(c^2,-2c^2,c^2)$:

```lean
/-- For `c > 1/2`, the average of the Morse potential `c² (1 - exp(-x))²` is `c/2`. -/
theorem average_potential {c : ℝ} (hc : 1 / 2 < c) :
    groundAverage c (fun x => c ^ 2 * (1 - Real.exp (-x)) ^ 2) = c / 2 := by
  have hc0 : c ≠ 0 := by linarith
  rw [show (fun x : ℝ => c ^ 2 * (1 - Real.exp (-x)) ^ 2) =
      fun x => c ^ 2 + (-2 * c ^ 2) * Real.exp (-x) + c ^ 2 * Real.exp (-x) ^ 2 by
        ext x; ring,
    average_quadratic hc]
  field_simp
  ring

end

end MorseGroundStateSpread
```

In the original units this average is $D/(2c)$. At $c=1$ it is half the well depth.

```lean
#print axioms MorseGroundStateSpread.average_exp
#print axioms MorseGroundStateSpread.morse_mean_and_variance
#print axioms MorseGroundStateSpread.average_potential
```

```
'MorseGroundStateSpread.average_exp' depends on axioms: [propext, Classical.choice, Quot.sound]
'MorseGroundStateSpread.morse_mean_and_variance' depends on axioms: [propext, Classical.choice, Quot.sound]
'MorseGroundStateSpread.average_potential' depends on axioms: [propext, Classical.choice, Quot.sound]
```
